# Cumulants add for commuting observables whose mixed moments factorise in a normalised functional

## Moments, cumulants and factorisation

Let $A$ and $B$ be commuting observables, for instance the energies of two separate subsystems, and let $w(X)$ be the expectation value of $X$ in a given state, with $w(1)=1$. The moments of $X$ are $m_n(X)=w(X^n)$, so that $m_0=1$. Their generating series and the cumulants $\kappa_n(X)$ are defined by

$$M_X(t)=\sum_{n\ge 0}\frac{m_n(X)}{n!}\,t^n,\qquad \log M_X(t)=\sum_{n\ge 1}\frac{\kappa_n(X)}{n!}\,t^n .$$

Both are formal power series in $t$, and no convergence is required. Differentiating the logarithm gives

$$L_X(t)=\frac{M_X'(t)}{M_X(t)}=\sum_{n\ge 0}\frac{\kappa_{n+1}(X)}{n!}\,t^n .$$

We call $A$ and $B$ uncorrelated if $w(A^iB^j)=w(A^i)\,w(B^j)$ for all $i,j\ge 1$. This is stronger than the common usage, in which the word means only $w(AB)=w(A)w(B)$.

The question is which statistics of $A+B$ are sums of those of the parts. Under these assumptions every cumulant is, in particular the fourth, whereas

$$w\big((A+B)^2\big)=w(A^2)+w(B^2)+2\,w(A)\,w(B).$$

For two finite-dimensional subsystems in a product state, the cumulants of the total energy $H_1+H_2$ are therefore additive when there is no interaction term, while its second moment contains a product of the two mean energies.

## Derivation from the generating series

**The series multiply.** Since $w(1)=1$, the factorisation also holds when $i=0$ or $j=0$. Because $A$ and $B$ commute, the binomial theorem applies:

$$\frac{w((A+B)^n)}{n!}=\sum_{i+j=n}\frac{1}{n!}\binom{n}{i}w(A^iB^j)=\sum_{i+j=n}\frac{w(A^i)}{i!}\,\frac{w(B^j)}{j!}.$$

The right-hand side is the coefficient of $t^n$ in $M_AM_B$, so $M_{A+B}=M_AM_B$.

**The logarithmic derivatives add.** By the product rule,

$$L_{A+B}=\frac{M_A'M_B+M_AM_B'}{M_AM_B}=L_A+L_B .$$

Comparing coefficients gives $\kappa_n(A+B)=\kappa_n(A)+\kappa_n(B)$ for every $n\ge1$.

**The fourth cumulant in terms of moments.** The coefficient of $t^n$ in $M_X'=L_XM_X$, multiplied by $n!$, is

$$m_{n+1}=\sum_{k=0}^{n}\binom nk\,\kappa_{k+1}\,m_{n-k}.$$

For $n=0,1,2,3$ this reads

$$\begin{aligned}
m_1&=\kappa_1, & m_2&=\kappa_1m_1+\kappa_2,\\
m_3&=\kappa_1m_2+2\kappa_2m_1+\kappa_3, & m_4&=\kappa_1m_3+3\kappa_2m_2+3\kappa_3m_1+\kappa_4 .
\end{aligned}$$

Solving in turn, $\kappa_2=m_2-m_1^2$ and $\kappa_3=m_3-3m_2m_1+2m_1^3$. Then

$$\begin{aligned}\kappa_4&=m_4-m_3m_1-3m_2(m_2-m_1^2)-3m_1(m_3-3m_2m_1+2m_1^3)\\&=m_4-4m_3m_1-3m_2^2+12m_2m_1^2-6m_1^4 .\end{aligned}$$

**The second moment.** Commutation gives $(A+B)^2=A^2+B^2+2AB$, and $w(AB)=w(A)w(B)$ produces the cross term. It vanishes exactly when $w(A)=0$ or $w(B)=0$.

## Why vanishing covariance is too weak

For additivity of the fourth cumulant it is not enough to assume only $w(AB)=w(A)w(B)$. Take $A=\mathrm{diag}(1,-1,0,0)$ and $B=\mathrm{diag}(0,0,1,-1)$ with $w(X)=\tfrac14\operatorname{tr}X$. Here $AB=0$ and both means vanish, so the covariance is zero. But $A+B$ has eigenvalues $\pm1$, which gives $\kappa_4(A+B)=1-3=-2$, while $\kappa_4(A)=\kappa_4(B)=\tfrac12-\tfrac34=-\tfrac14$. In this example the factorisation holds whenever $i$ or $j$ is odd, and it first fails at $w(A^2B^2)$. Even factorisation for all those exponents is thus insufficient.

## The definitions in Lean

The observables are elements of an arbitrary complex algebra `𝒜`. There is no adjoint, so self-adjointness is not assumed.

```lean
import Mathlib

open Finset
open scoped Kronecker

namespace CumulantAdditivity

noncomputable section

variable {𝒜 : Type*} [Ring 𝒜] [Algebra ℂ 𝒜]
```

The state is a linear map `w : 𝒜 →ₗ[ℂ] ℂ`, with no positivity condition. Normalisation enters separately, as the hypothesis `w 1 = 1`. In the next definition `i` and `j` start at zero, so the exponents `i + 1` and `j + 1` run over the positive integers.

```lean
/-- The observables `A` and `B` are uncorrelated in `w`: the expectation of a product of
positive powers, `A` to the left of `B`, is the product of the expectations. -/
def Uncorrelated (w : 𝒜 →ₗ[ℂ] ℂ) (A B : 𝒜) : Prop :=
  ∀ i j : ℕ, w (A ^ (i + 1) * B ^ (j + 1)) = w (A ^ (i + 1)) * w (B ^ (j + 1))
```

The series $M_X$ is given by its coefficients.

```lean
/-- The moment generating series `∑ w(Xⁿ) tⁿ / n!`, as a formal power series in `t`. -/
def momentSeries (w : 𝒜 →ₗ[ℂ] ℂ) (X : 𝒜) : PowerSeries ℂ :=
  PowerSeries.mk fun n => w (X ^ n) / (n.factorial : ℂ)
```

The series $L_X$ is the formal derivative times the formal inverse.

```lean
/-- The logarithmic derivative `M' / M` of the moment generating series, for `w 1 ≠ 0`. -/
def logDerivSeries (w : 𝒜 →ₗ[ℂ] ℂ) (X : 𝒜) : PowerSeries ℂ :=
  PowerSeries.derivative ℂ (momentSeries w X) * (momentSeries w X)⁻¹
```

The cumulant of order $n+1$ is $n!$ times the coefficient of $t^n$ in $L_X$. Order zero is set to $0$, in agreement with $\log 1=0$.

```lean
/-- The `n`-th cumulant of `X` in a functional with `w 1 = 1`: the `n`-th Taylor coefficient,
times `n!`, of the logarithm of the moment generating series. -/
def cumulant (w : 𝒜 →ₗ[ℂ] ℂ) (X : 𝒜) : ℕ → ℂ
  | 0 => 0
  | n + 1 => (n.factorial : ℂ) * PowerSeries.coeff n (logDerivSeries w X)
```

## Additivity at every order

A formal power series over $\mathbb C$ is invertible when its constant coefficient is nonzero. Here that coefficient is $w(1)=1$.

```lean
/-- For `w 1 = 1` the moment generating series is invertible. -/
theorem momentSeries_mul_inv (w : 𝒜 →ₗ[ℂ] ℂ) (hw : w 1 = 1) (X : 𝒜) :
    momentSeries w X * (momentSeries w X)⁻¹ = 1 := by
  have h : PowerSeries.constantCoeff (momentSeries w X) = 1 := by
    rw [← PowerSeries.coeff_zero_eq_constantCoeff_apply, momentSeries, PowerSeries.coeff_mk]
    simp [hw]
  exact PowerSeries.mul_inv_cancel _ (by rw [h]; exact one_ne_zero)
```

The product formula $M_{A+B}=M_AM_B$ comes next. Inside the proof, `hf` extends the factorisation to zeroth powers by cases. The binomial theorem is `hAB.add_pow'`, written as a sum over pairs with $i+j=n$, and `hc'` is the identity $\binom{i+j}{i}\,i!\,j!=(i+j)!$ that matches the two sums term by term.

```lean
/-- For commuting, uncorrelated observables and `w 1 = 1`, the moment generating series of
the sum is the product of the two moment generating series. -/
theorem momentSeries_add (w : 𝒜 →ₗ[ℂ] ℂ) (hw : w 1 = 1) {A B : 𝒜}
    (hAB : Commute A B) (h : Uncorrelated w A B) :
    momentSeries w (A + B) = momentSeries w A * momentSeries w B := by
  -- normalisation extends the factorisation to the zeroth powers
  have hf : ∀ i j : ℕ, w (A ^ i * B ^ j) = w (A ^ i) * w (B ^ j) := by
    intro i j
    rcases i with _ | i
    · simp [hw]
    · rcases j with _ | j
      · simp [hw]
      · exact h i j
  ext n
  simp only [momentSeries, PowerSeries.coeff_mk, PowerSeries.coeff_mul]
  rw [hAB.add_pow', map_sum, Finset.sum_div]
  refine Finset.sum_congr rfl fun p hp => ?_
  obtain ⟨i, j⟩ := p
  have hn : i + j = n := Finset.HasAntidiagonal.mem_antidiagonal.mp hp
  subst hn
  have hc := Nat.choose_mul_factorial_mul_factorial (Nat.le_add_right i j)
  rw [Nat.add_sub_cancel_left] at hc
  have hc' : ((i + j).choose i : ℂ) * (i.factorial : ℂ) * (j.factorial : ℂ)
      = ((i + j).factorial : ℂ) := by exact_mod_cast hc
  have hi : (i.factorial : ℂ) ≠ 0 := by exact_mod_cast i.factorial_ne_zero
  have hj : (j.factorial : ℂ) ≠ 0 := by exact_mod_cast j.factorial_ne_zero
  have hij : ((i + j).factorial : ℂ) ≠ 0 := by exact_mod_cast (i + j).factorial_ne_zero
  rw [map_nsmul, hf, nsmul_eq_mul, div_mul_div_comm, div_eq_div_iff hij (mul_ne_zero hi hj)]
  linear_combination w (A ^ i) * w (B ^ j) * hc'
```

In `cumulant_add`, the statement `hL` is $L_{A+B}=L_A+L_B$. The product rule is `Derivation.leibniz`, and the `linear_combination` cancels $M_AM_A^{-1}$ and $M_BM_B^{-1}$. Reading off coefficients then gives the result for every `n`.

```lean
/-- For commuting, uncorrelated observables and `w 1 = 1`, cumulants of every order add. -/
theorem cumulant_add (w : 𝒜 →ₗ[ℂ] ℂ) (hw : w 1 = 1) {A B : 𝒜}
    (hAB : Commute A B) (h : Uncorrelated w A B) (n : ℕ) :
    cumulant w (A + B) n = cumulant w A n + cumulant w B n := by
  -- the logarithmic derivative turns the product of series into a sum
  have hL : logDerivSeries w (A + B) = logDerivSeries w A + logDerivSeries w B := by
    have hA := momentSeries_mul_inv w hw A
    have hB := momentSeries_mul_inv w hw B
    unfold logDerivSeries
    rw [momentSeries_add w hw hAB h, Derivation.leibniz, PowerSeries.mul_inv_rev,
      smul_eq_mul, smul_eq_mul]
    linear_combination
      PowerSeries.derivative ℂ (momentSeries w B) * (momentSeries w B)⁻¹ * hA +
      PowerSeries.derivative ℂ (momentSeries w A) * (momentSeries w A)⁻¹ * hB
  cases n with
  | zero => simp [cumulant]
  | succ n => simp only [cumulant, hL, map_add, mul_add]
```

## The moment formula for the fourth cumulant

The recursion confirms that the definition yields the usual cumulants. The proof first establishes $L_XM_X=M_X'$ as `hM`, then takes the coefficient of order `n`; the remaining lines convert factorials into binomial coefficients.

```lean
/-- The moment-cumulant recursion, for `w 1 = 1`: each moment of positive order is a binomial sum of
cumulants times lower moments. -/
theorem moment_recursion (w : 𝒜 →ₗ[ℂ] ℂ) (hw : w 1 = 1) (X : 𝒜) (n : ℕ) :
    ∑ k ∈ range (n + 1), (n.choose k : ℂ) * cumulant w X (k + 1) * w (X ^ (n - k))
      = w (X ^ (n + 1)) := by
  have hM : logDerivSeries w X * momentSeries w X
      = PowerSeries.derivative ℂ (momentSeries w X) := by
    unfold logDerivSeries
    linear_combination
      PowerSeries.derivative ℂ (momentSeries w X) * momentSeries_mul_inv w hw X
  -- compare the coefficients of order `n`
  have hc := congrArg (PowerSeries.coeff n) hM
  rw [PowerSeries.coeff_mul, PowerSeries.coeff_derivative,
    Finset.Nat.sum_antidiagonal_eq_sum_range_succ_mk] at hc
  simp only [momentSeries, PowerSeries.coeff_mk] at hc
  have hn : (n.factorial : ℂ) ≠ 0 := by exact_mod_cast n.factorial_ne_zero
  have hn1 : (n : ℂ) + 1 ≠ 0 := by exact_mod_cast n.succ_ne_zero
  have hr : w (X ^ (n + 1))
      = (n.factorial : ℂ) * (w (X ^ (n + 1)) / ((n + 1).factorial : ℂ) * ((n : ℂ) + 1)) := by
    rw [Nat.factorial_succ]
    push_cast
    field_simp
  rw [hr, ← hc, Finset.mul_sum]
  refine Finset.sum_congr rfl fun k hk => ?_
  have hkn : k ≤ n := Nat.lt_succ_iff.mp (Finset.mem_range.mp hk)
  have hf : (n.choose k : ℂ) * (k.factorial : ℂ) * ((n - k).factorial : ℂ)
      = (n.factorial : ℂ) := by
    exact_mod_cast Nat.choose_mul_factorial_mul_factorial hkn
  have hk0 : ((n - k).factorial : ℂ) ≠ 0 := by exact_mod_cast (n - k).factorial_ne_zero
  rw [← hf]
  simp only [cumulant]
  field_simp
```

The four instances `r1` to `r4` are the four equations solved above. The statements `e2` and `e3` are the formulas for $\kappa_2$ and $\kappa_3$, and the last line substitutes them into the fourth equation.

```lean
/-- The fourth cumulant in terms of the first four moments, for `w 1 = 1`. -/
theorem cumulant_four (w : 𝒜 →ₗ[ℂ] ℂ) (hw : w 1 = 1) (X : 𝒜) :
    cumulant w X 4 = w (X ^ 4) - 4 * w (X ^ 3) * w X - 3 * w (X ^ 2) ^ 2
      + 12 * w (X ^ 2) * w X ^ 2 - 6 * w X ^ 4 := by
  have r1 := moment_recursion w hw X 0
  have r2 := moment_recursion w hw X 1
  have r3 := moment_recursion w hw X 2
  have r4 := moment_recursion w hw X 3
  norm_num [Finset.sum_range_succ, Nat.choose, hw] at r1 r2 r3 r4
  -- solve the recursion order by order
  have e2 : cumulant w X 2 = w (X ^ 2) - w X ^ 2 := by
    linear_combination r2 - w X * r1
  have e3 : cumulant w X 3 = w (X ^ 3) - 3 * w (X ^ 2) * w X + 2 * w X ^ 3 := by
    linear_combination r3 - 2 * w X * e2 - w (X ^ 2) * r1
  linear_combination r4 - 3 * w X * e3 - 3 * w (X ^ 2) * e2 - w (X ^ 3) * r1
```

## The cross term in the second moment

Only the case $i=j=1$ of the factorisation is used here, obtained as `h 0 0`. Normalisation is not needed. The square is expanded without assuming commutation, and `hAB.eq` then identifies $BA$ with $AB$.

```lean
/-- For commuting, uncorrelated observables the second moment of the sum contains the cross
term `2 w(A) w(B)`. -/
theorem second_moment_add (w : 𝒜 →ₗ[ℂ] ℂ) {A B : 𝒜}
    (hAB : Commute A B) (h : Uncorrelated w A B) :
    w ((A + B) ^ 2) = w (A ^ 2) + w (B ^ 2) + 2 * w A * w B := by
  have h1 : w (A * B) = w A * w B := by simpa using h 0 0
  have h2 : (A + B) ^ 2 = A ^ 2 + B ^ 2 + (A * B + B * A) := by noncomm_ring
  rw [h2, ← hAB.eq, map_add, map_add, map_add, h1]
  ring
```

The following theorem places the two behaviours side by side under the same hypotheses.

```lean
/-- For commuting, uncorrelated observables and `w 1 = 1`, the fourth cumulant is additive,
whereas the second moment has the extra term `2 w(A) w(B)`. -/
theorem fourth_cumulant_add (w : 𝒜 →ₗ[ℂ] ℂ) (hw : w 1 = 1) {A B : 𝒜}
    (hAB : Commute A B) (h : Uncorrelated w A B) :
    cumulant w (A + B) 4 = cumulant w A 4 + cumulant w B 4 ∧
      w ((A + B) ^ 2) = w (A ^ 2) + w (B ^ 2) + 2 * w A * w B :=
  ⟨cumulant_add w hw hAB h 4, second_moment_add w hAB h⟩
```

The equivalence follows because the cross term $2\,w(A)\,w(B)$ is zero exactly when one factor is.

```lean
/-- For commuting, uncorrelated observables, second moments add exactly when one of the two
means vanishes. -/
theorem second_moment_additive_iff (w : 𝒜 →ₗ[ℂ] ℂ) {A B : 𝒜}
    (hAB : Commute A B) (h : Uncorrelated w A B) :
    w ((A + B) ^ 2) = w (A ^ 2) + w (B ^ 2) ↔ w A = 0 ∨ w B = 0 := by
  rw [second_moment_add w hAB h, ← mul_eq_zero]
  constructor
  · intro h0
    linear_combination h0 / 2
  · intro h0
    linear_combination 2 * h0
```

## Two subsystems in a product state

The abstract hypotheses are met by a familiar example. For matrices, the functional is $X\mapsto\operatorname{tr}(\rho X)$. The letters `m` and `n` now denote the finite index sets of the two subsystems' bases, not moments or orders.

```lean
variable {m n : Type*} [Fintype m] [DecidableEq m] [Fintype n] [DecidableEq n]

/-- The expectation functional `X ↦ tr(ρ X)` of a matrix `ρ`. -/
def expectation (ρ : Matrix n n ℂ) : Matrix n n ℂ →ₗ[ℂ] ℂ where
  toFun X := (ρ * X).trace
  map_add' X Y := by rw [Matrix.mul_add, Matrix.trace_add]
  map_smul' c X := by rw [Matrix.mul_smul, Matrix.trace_smul, RingHom.id_apply]
```

Set $A=a\otimes1$ and $B=1\otimes b$, with the joint state $\rho\otimes\sigma$ and $\operatorname{tr}\rho=\operatorname{tr}\sigma=1$. Then $AB=a\otimes b=BA$, the joint trace is $1$, and

$$\operatorname{tr}\big[(\rho\otimes\sigma)(a^i\otimes b^j)\big]=\operatorname{tr}(\rho a^i)\,\operatorname{tr}(\sigma b^j)=w(A^i)\,w(B^j).$$

The last equality uses the unit traces. In the proof, `ha` and `hb` show by induction that powers act on one factor only, and `Matrix.trace_kronecker` splits the trace. The matrices $\rho$ and $\sigma$ may be density matrices, but positivity plays no part.

For a real pair of molecules or fragments, the factorisation of the mixed moments has to be justified. A product joint state is sufficient for it, but not necessary. If the two have interacted, the product form is in general an approximation, and the theorems give no bound on the resulting deviation from additivity.

```lean
/-- Observables `a ⊗ 1` and `1 ⊗ b` of two subsystems commute and are uncorrelated in the
normalised functional of `ρ ⊗ σ`, when `ρ` and `σ` have unit trace. -/
theorem productState_witness (ρ a : Matrix m m ℂ) (σ b : Matrix n n ℂ)
    (hρ : ρ.trace = 1) (hσ : σ.trace = 1) :
    expectation (ρ ⊗ₖ σ) 1 = 1 ∧
      Commute (a ⊗ₖ (1 : Matrix n n ℂ)) ((1 : Matrix m m ℂ) ⊗ₖ b) ∧
      Uncorrelated (expectation (ρ ⊗ₖ σ))
        (a ⊗ₖ (1 : Matrix n n ℂ)) ((1 : Matrix m m ℂ) ⊗ₖ b) := by
  have ha : ∀ k : ℕ, (a ⊗ₖ (1 : Matrix n n ℂ)) ^ k = (a ^ k) ⊗ₖ (1 : Matrix n n ℂ) := by
    intro k
    induction k with
    | zero => simp
    | succ k ih => rw [pow_succ, pow_succ, ih, ← Matrix.mul_kronecker_mul, one_mul]
  have hb : ∀ k : ℕ, ((1 : Matrix m m ℂ) ⊗ₖ b) ^ k = (1 : Matrix m m ℂ) ⊗ₖ (b ^ k) := by
    intro k
    induction k with
    | zero => simp
    | succ k ih => rw [pow_succ, pow_succ, ih, ← Matrix.mul_kronecker_mul, one_mul]
  refine ⟨?_, ?_, ?_⟩
  · change ((ρ ⊗ₖ σ) * 1).trace = 1
    rw [mul_one, Matrix.trace_kronecker, hρ, hσ, one_mul]
  · change _ * _ = _ * _
    simp only [← Matrix.mul_kronecker_mul, one_mul, mul_one]
  · intro i j
    rw [ha, hb]
    change ((ρ ⊗ₖ σ) * _).trace = ((ρ ⊗ₖ σ) * _).trace * ((ρ ⊗ₖ σ) * _).trace
    simp only [← Matrix.mul_kronecker_mul, one_mul, mul_one, Matrix.trace_kronecker, hρ, hσ]

end

end CumulantAdditivity
```

```lean
#print axioms CumulantAdditivity.cumulant_four
#print axioms CumulantAdditivity.fourth_cumulant_add
#print axioms CumulantAdditivity.second_moment_additive_iff
```

```
'CumulantAdditivity.cumulant_four' depends on axioms: [propext, Classical.choice, Quot.sound]
'CumulantAdditivity.fourth_cumulant_add' depends on axioms: [propext, Classical.choice, Quot.sound]
'CumulantAdditivity.second_moment_additive_iff' depends on axioms: [propext, Classical.choice, Quot.sound]
```
